# The angular density of a d shell determines exactly the real part of its Hermitian density matrix in the real-harmonic basis

## Harmonics, density and moment

The five real d orbitals are numbered 0 to 4 in the order xy, yz, z², xz, x²−y². Angular momentum is in units of ħ, and the unit sphere is x² + y² + z² = 1.

```lean
import Mathlib

open Complex (I)
open Matrix

namespace DShellDensity

noncomputable section

/-- The angular polynomials of the real d orbitals, in the order
xy, yz, z², xz, x² - y². -/
def shape (x y z : ℝ) : Fin 5 → ℝ :=
  ![x * y, y * z, 2 * z ^ 2 - x ^ 2 - y ^ 2, x * z, x ^ 2 - y ^ 2]
```

`Fin 5` is the type of the indices 0 to 4, and `![...]` lists one value for each. Write p_a for the polynomial `shape x y z a`.

```lean
/-- The standard normalisation constants of the real d harmonics. -/
def nrm : Fin 5 → ℝ :=
  ![Real.sqrt (15 / Real.pi) / 2, Real.sqrt (15 / Real.pi) / 2,
    Real.sqrt (5 / Real.pi) / 4, Real.sqrt (15 / Real.pi) / 2,
    Real.sqrt (15 / Real.pi) / 4]
```

These are the normalisation constants N_a.

```lean
/-- The real d harmonics, written as polynomials in the Cartesian coordinates. -/
def Y (a : Fin 5) (x y z : ℝ) : ℝ := nrm a * shape x y z a
```

So Y_a = N_a p_a, which is the usual real harmonic when the point lies on the sphere.

```lean
/-- The angular density of a d-shell density matrix. -/
def density (ρ : Matrix (Fin 5) (Fin 5) ℂ) (x y z : ℝ) : ℂ :=
  ∑ a, ∑ b, ρ a b * (Y a x y z : ℂ) * (Y b x y z : ℂ)
```

For a complex matrix ρ this is

n(x,y,z) = Σ_ab ρ_ab Y_a Y_b.

The value has complex type; Hermiticity will make it real. A radial function common to the shell is left out.

```lean
/-- The real matrix of an infinitesimal rotation about the z axis. -/
def rotZ : Matrix (Fin 5) (Fin 5) ℝ :=
  !![0, 0, 0, 0, -2; 0, 0, 0, -1, 0; 0, 0, 0, 0, 0; 0, 1, 0, 0, 0; 2, 0, 0, 0, 0]
```

This real antisymmetric matrix, R, is justified below by a derivative.

```lean
/-- The orbital moment Tr(ρ L_z) in units of ħ, where L_z is -i times the
rotation matrix. -/
def moment (ρ : Matrix (Fin 5) (Fin 5) ℂ) : ℂ :=
  (ρ * Matrix.of fun a b => -I * (rotZ a b : ℂ)).trace
```

With L_z = −iR, the moment is Tr(ρL_z). Here it means the orbital angular momentum along z; the magnetic moment that it gives an electron has the opposite sign.

## Fifteen independent products

```lean
/-- The d polynomials are homogeneous of degree two. -/
theorem shape_scale (s x y z : ℝ) (a : Fin 5) :
    shape (s * x) (s * y) (s * z) a = s ^ 2 * shape x y z a := by
  fin_cases a <;> simp [shape] <;> ring
```

Each p_a has degree two: p_a(sx,sy,sz) = s² p_a(x,y,z). `fin_cases` checks the five orbitals in turn.

```lean
/-- A symmetric quadratic form in the d polynomials that vanishes at every point
other than the origin has only zero coefficients. -/
theorem quartic_coefficients (T : Fin 5 → Fin 5 → ℝ) (hT : ∀ a b, T a b = T b a)
    (h : ∀ x y z : ℝ, 0 < x ^ 2 + y ^ 2 + z ^ 2 →
      ∑ a, ∑ b, T a b * shape x y z a * shape x y z b = 0) (a b : Fin 5) :
    T a b = 0 := by
  have key : ∀ x y z : ℝ, 0 < x ^ 2 + y ^ 2 + z ^ 2 →
      T 0 0 * (x * y) ^ 2 + T 1 1 * (y * z) ^ 2 + T 3 3 * (x * z) ^ 2
      + T 2 2 * (2 * z ^ 2 - x ^ 2 - y ^ 2) ^ 2 + T 4 4 * (x ^ 2 - y ^ 2) ^ 2
      + 2 * T 0 1 * (x * y * (y * z)) + 2 * T 0 3 * (x * y * (x * z))
      + 2 * T 1 3 * (y * z * (x * z))
      + 2 * (T 0 2 * (x * y) + T 1 2 * (y * z) + T 2 3 * (x * z))
        * (2 * z ^ 2 - x ^ 2 - y ^ 2)
      + 2 * (T 0 4 * (x * y) + T 1 4 * (y * z) + T 3 4 * (x * z)) * (x ^ 2 - y ^ 2)
      + 2 * T 2 4 * ((2 * z ^ 2 - x ^ 2 - y ^ 2) * (x ^ 2 - y ^ 2)) = 0 := by
    intro x y z hp
    have e := h x y z hp
    have s0 : shape x y z 0 = x * y := rfl
    have s1 : shape x y z 1 = y * z := rfl
    have s2 : shape x y z 2 = 2 * z ^ 2 - x ^ 2 - y ^ 2 := rfl
    have s3 : shape x y z 3 = x * z := rfl
    have s4 : shape x y z 4 = x ^ 2 - y ^ 2 := rfl
    simp only [Fin.sum_univ_five, s0, s1, s2, s3, s4, hT 1 0, hT 2 0, hT 3 0, hT 4 0,
      hT 2 1, hT 3 1, hT 4 1, hT 3 2, hT 4 2, hT 4 3] at e
    linear_combination e
  -- first the axes, then the coordinate planes, then the space diagonals
  have e1 := key 0 0 1 (by norm_num)
  have e2 := key 1 0 0 (by norm_num)
  have e3 := key 0 1 0 (by norm_num)
  have t22 : T 2 2 = 0 := by linarith
  have t44 : T 4 4 = 0 := by linarith
  have t24 : T 2 4 = 0 := by linarith
  have e4 := key 1 1 0 (by norm_num)
  have e5 := key 1 (-1) 0 (by norm_num)
  have e6 := key 2 1 0 (by norm_num)
  have t00 : T 0 0 = 0 := by linarith
  have t02 : T 0 2 = 0 := by linarith
  have t04 : T 0 4 = 0 := by linarith
  have e7 := key 0 1 1 (by norm_num)
  have e8 := key 0 1 (-1) (by norm_num)
  have e9 := key 0 1 2 (by norm_num)
  have t11 : T 1 1 = 0 := by linarith
  have t12 : T 1 2 = 0 := by linarith
  have t14 : T 1 4 = 0 := by linarith
  have e10 := key 1 0 1 (by norm_num)
  have e11 := key 1 0 (-1) (by norm_num)
  have e12 := key 1 0 2 (by norm_num)
  have t33 : T 3 3 = 0 := by linarith
  have t23 : T 2 3 = 0 := by linarith
  have t34 : T 3 4 = 0 := by linarith
  have e13 := key 1 1 1 (by norm_num)
  have e14 := key 1 (-1) 1 (by norm_num)
  have e15 := key (-1) 1 1 (by norm_num)
  have t01 : T 0 1 = 0 := by linarith
  have t03 : T 0 3 = 0 := by linarith
  have t13 : T 1 3 = 0 := by linarith
  fin_cases a <;> fin_cases b <;>
    simp [t00, t01, t02, t03, t04, t11, t12, t13, t14, t22, t23, t24, t33, t34, t44,
      hT 1 0, hT 2 0, hT 3 0, hT 4 0, hT 2 1, hT 3 1, hT 4 1, hT 3 2, hT 4 2, hT 4 3]
```

Let T be real and symmetric, and let Q = Σ_ab T_ab p_a p_b vanish away from the origin. Then T = 0. The statement `key` writes Q out, and integer points give linear equations:

- (0,0,1): 4T₂₂ = 0. (1,0,0) and (0,1,0): T₂₂ + T₄₄ ∓ 2T₂₄ = 0. Hence T₂₂ = T₄₄ = T₂₄ = 0.
- (1,±1,0): T₀₀ ∓ 4T₀₂ = 0. (2,1,0): 4T₀₀ − 20T₀₂ + 12T₀₄ = 0. All three vanish.
- (0,1,±1): T₁₁ ± 2(T₁₂ − T₁₄) = 0. (0,1,2): 4T₁₁ + 28T₁₂ − 4T₁₄ = 0. All three vanish.
- (1,0,±1): T₃₃ ± 2(T₂₃ + T₃₄) = 0. (1,0,2): 4T₃₃ + 28T₂₃ + 4T₃₄ = 0. All three vanish.
- (1,1,1): T₀₁ + T₀₃ + T₁₃ = 0. (1,−1,1): T₀₁ − T₀₃ − T₁₃ = 0. (−1,1,1): −T₀₁ + T₀₃ − T₁₃ = 0. All three vanish.

`linarith` solves each small system.

```lean
/-- The fifteen distinct products of two d harmonics are linearly independent on the
unit sphere: a symmetric real combination that vanishes there is trivial. -/
theorem products_independent (S : Fin 5 → Fin 5 → ℝ) (hS : ∀ a b, S a b = S b a)
    (h : ∀ x y z : ℝ, x ^ 2 + y ^ 2 + z ^ 2 = 1 →
      ∑ a, ∑ b, S a b * Y a x y z * Y b x y z = 0) (a b : Fin 5) : S a b = 0 := by
  have hn : ∀ a, nrm a ≠ 0 := by
    intro a
    apply ne_of_gt
    fin_cases a <;> simp [nrm] <;> positivity
  have hT : ∀ a b, S a b * nrm a * nrm b = S b a * nrm b * nrm a := fun a b => by
    linear_combination (nrm a * nrm b) * hS a b
  have h0 := quartic_coefficients (fun a b => S a b * nrm a * nrm b) hT (by
    intro x y z hp
    -- project the point to the sphere
    obtain ⟨s, hs⟩ : ∃ s : ℝ, s ^ 2 * (x ^ 2 + y ^ 2 + z ^ 2) = 1 :=
      ⟨(Real.sqrt (x ^ 2 + y ^ 2 + z ^ 2))⁻¹, by
        rw [inv_pow, Real.sq_sqrt hp.le]
        exact inv_mul_cancel₀ hp.ne'⟩
    have hs0 : s ≠ 0 := by
      rintro rfl
      norm_num at hs
    have h1 := h (s * x) (s * y) (s * z) (by linear_combination hs)
    have h2 : ∑ a, ∑ b, S a b * Y a (s * x) (s * y) (s * z) * Y b (s * x) (s * y) (s * z)
        = s ^ 4 * ∑ a, ∑ b, S a b * nrm a * nrm b * shape x y z a * shape x y z b := by
      simp only [Finset.mul_sum, Y, shape_scale]
      refine Finset.sum_congr rfl fun a _ => Finset.sum_congr rfl fun b _ => ?_
      ring
    rw [h2] at h1
    exact (mul_eq_zero.mp h1).resolve_left (pow_ne_zero 4 hs0)) a b
  exact (mul_eq_zero.mp ((mul_eq_zero.mp h0).resolve_right (hn b))).resolve_right (hn a)
```

Now S is real and symmetric, and the sum Σ_ab S_ab Y_a Y_b is assumed to vanish at every point of the unit sphere; nothing is assumed about other points. Put T_ab = S_ab N_a N_b. For a point at distance r > 0 from the origin, take s = 1/r. The scaled point lies on the sphere, so

0 = Σ_ab S_ab Y_a(sx,sy,sz) Y_b(sx,sy,sz) = s⁴ Q(x,y,z).

Hence Q = 0, so T = 0, and S = 0 because every N_a is nonzero.

## What the density determines

```lean
/-- The density of a Hermitian matrix is real and contains only the real parts of
its entries. -/
theorem density_eq_re {ρ : Matrix (Fin 5) (Fin 5) ℂ} (hρ : ρ.IsHermitian) (x y z : ℝ) :
    density ρ x y z = ((∑ a, ∑ b, (ρ a b).re * Y a x y z * Y b x y z : ℝ) : ℂ) := by
  have him : ∀ a b, -(ρ b a).im = (ρ a b).im := fun a b =>
    congrArg Complex.im (hρ.apply a b)
  apply Complex.ext
  · simp only [density, Complex.re_sum, Complex.mul_re, Complex.mul_im, Complex.ofReal_re,
      Complex.ofReal_im, mul_zero, sub_zero]
  · simp only [density, Complex.im_sum, Complex.mul_re, Complex.mul_im, Complex.ofReal_re,
      Complex.ofReal_im, mul_zero, zero_add]
    -- exchanging the two orbitals reverses the sign of the sum
    have hc : ∑ a, ∑ b, (ρ a b).im * Y a x y z * Y b x y z
        = -∑ a, ∑ b, (ρ a b).im * Y a x y z * Y b x y z := by
      conv_lhs => rw [Finset.sum_comm]
      simp only [← Finset.sum_neg_distrib]
      refine Finset.sum_congr rfl fun a _ => Finset.sum_congr rfl fun b _ => ?_
      linear_combination (-(Y a x y z * Y b x y z)) * him a b
    linarith
```

Hermiticity gives Im ρ_ba = −Im ρ_ab. Let A = Σ_ab Im ρ_ab Y_a Y_b. Exchanging a and b gives A = −A, so A = 0 and

n = Σ_ab Re ρ_ab Y_a Y_b.

`Finset.sum_comm` performs the exchange.

```lean
/-- The density of a Hermitian d-shell matrix vanishes on the whole unit sphere if and
only if the real part of the matrix is zero. -/
theorem density_zero_iff {ρ : Matrix (Fin 5) (Fin 5) ℂ} (hρ : ρ.IsHermitian) :
    (∀ x y z : ℝ, x ^ 2 + y ^ 2 + z ^ 2 = 1 → density ρ x y z = 0) ↔
      ρ.map Complex.re = 0 := by
  constructor
  · intro h
    ext a b
    refine products_independent (fun a b => (ρ a b).re)
      (fun a b => (congrArg Complex.re (hρ.apply a b)).symm) (fun x y z hp => ?_) a b
    have h1 := h x y z hp
    rw [density_eq_re hρ] at h1
    exact Complex.ofReal_eq_zero.mp h1
  · intro h x y z _
    have h0 : ∀ a b, (ρ a b).re = 0 := fun a b => congrFun (congrFun h a) b
    rw [density_eq_re hρ]
    simp [h0]
```

`ρ.map Complex.re` is the matrix of real parts. If n vanishes on the sphere, the independence result applies to S = Re ρ, which is symmetric. Conversely, Re ρ = 0 makes the sum above zero.

Each direction needs only half of Hermiticity, although the Lean proof of the first uses both halves. If Re ρ is not symmetric, the first can fail: ρ₀₁ = 1, ρ₁₀ = −1, all else zero, has zero density. If Im ρ is not antisymmetric, the second can fail: ρ₀₀ = i alone gives n = iY₀².

```lean
/-- Two Hermitian d-shell matrices have the same density on the unit sphere if and only
if their real parts agree. -/
theorem density_eq_iff {ρ σ : Matrix (Fin 5) (Fin 5) ℂ} (hρ : ρ.IsHermitian)
    (hσ : σ.IsHermitian) :
    (∀ x y z : ℝ, x ^ 2 + y ^ 2 + z ^ 2 = 1 → density ρ x y z = density σ x y z) ↔
      ρ.map Complex.re = σ.map Complex.re := by
  have key := density_zero_iff (hρ.sub hσ)
  have hm : (ρ - σ).map Complex.re = ρ.map Complex.re - σ.map Complex.re := by
    ext a b
    simp
  have hd : ∀ x y z, density (ρ - σ) x y z = density ρ x y z - density σ x y z := by
    intro x y z
    simp only [density, Matrix.sub_apply, sub_mul, Finset.sum_sub_distrib]
  rw [hm, sub_eq_zero] at key
  rw [← key]
  simp only [hd, sub_eq_zero]
```

The density is linear in ρ, so the previous theorem applied to ρ − σ gives the comparison. For electronic structure, within a single d shell with one common radial function, the angular charge density therefore fixes the real-orbital occupations and the real parts of the coherences. Hermiticity alone leaves the imaginary parts free. A physical density matrix is also positive semidefinite, which can restrict them: if only the z² orbital is occupied, they are all zero.

## Rotation about z and the orbital moment

```lean
/-- The matrix `rotZ` gives the derivative of each d harmonic with respect to the angle
of rotation about the z axis. -/
theorem hasDerivAt_rotation (x y z : ℝ) (b : Fin 5) :
    HasDerivAt (fun t : ℝ => Y b (x * Real.cos t - y * Real.sin t)
      (x * Real.sin t + y * Real.cos t) z) (∑ a, Y a x y z * rotZ a b) 0 := by
  have hX : HasDerivAt (fun t : ℝ => x * Real.cos t - y * Real.sin t) (-y) 0 :=
    (((Real.hasDerivAt_cos 0).const_mul x).fun_sub
      ((Real.hasDerivAt_sin 0).const_mul y)).congr_deriv (by simp)
  have hW : HasDerivAt (fun t : ℝ => x * Real.sin t + y * Real.cos t) x 0 :=
    (((Real.hasDerivAt_sin 0).const_mul x).fun_add
      ((Real.hasDerivAt_cos 0).const_mul y)).congr_deriv (by simp)
  fin_cases b
  · refine ((hX.fun_mul hW).const_mul (nrm 0)).congr_deriv ?_
    simp [Fin.sum_univ_five, rotZ, Y, shape, nrm, -mul_eq_mul_left_iff,
      -mul_eq_mul_right_iff, -mul_eq_zero]
    ring
  · refine ((hW.mul_const z).const_mul (nrm 1)).congr_deriv ?_
    simp [Fin.sum_univ_five, rotZ, Y, shape, nrm, -mul_eq_mul_left_iff,
      -mul_eq_mul_right_iff, -mul_eq_zero]
  · refine ((((hasDerivAt_const (0 : ℝ) (2 * z ^ 2)).fun_sub (hX.fun_pow 2)).fun_sub
      (hW.fun_pow 2)).const_mul (nrm 2)).congr_deriv ?_
    simp [Fin.sum_univ_five, rotZ, Y, shape, nrm, -mul_eq_mul_left_iff,
      -mul_eq_mul_right_iff, -mul_eq_zero]
    ring
  · refine ((hX.mul_const z).const_mul (nrm 3)).congr_deriv ?_
    simp [Fin.sum_univ_five, rotZ, Y, shape, nrm, -mul_eq_mul_left_iff,
      -mul_eq_mul_right_iff, -mul_eq_zero]
  · refine (((hX.fun_pow 2).fun_sub (hW.fun_pow 2)).const_mul (nrm 4)).congr_deriv ?_
    simp [Fin.sum_univ_five, rotZ, Y, shape, nrm, -mul_eq_mul_left_iff,
      -mul_eq_mul_right_iff, -mul_eq_zero]
    ring
```

`HasDerivAt f f' 0` says that f has derivative f' at 0. Rotating the point by an angle t gives dx/dt = −y and dy/dt = x at t = 0, and the product rule yields

dY_b/dt = Σ_a Y_a R_ab.

For example, xy has derivative x² − y², so dY₀/dt = 2Y₄. The proof treats the five orbitals separately.

```lean
/-- For a Hermitian matrix the orbital moment along z is fixed by two imaginary
coherences: xy with x² - y², and yz with xz. -/
theorem moment_eq_im {ρ : Matrix (Fin 5) (Fin 5) ℂ} (hρ : ρ.IsHermitian) :
    moment ρ = ((4 * (ρ 0 4).im + 2 * (ρ 1 3).im : ℝ) : ℂ) := by
  have r1 : (ρ 4 0).re = (ρ 0 4).re := by
    simpa using congrArg Complex.re (hρ.apply 0 4)
  have i1 : -(ρ 4 0).im = (ρ 0 4).im := congrArg Complex.im (hρ.apply 0 4)
  have r2 : (ρ 3 1).re = (ρ 1 3).re := by
    simpa using congrArg Complex.re (hρ.apply 1 3)
  have i2 : -(ρ 3 1).im = (ρ 1 3).im := congrArg Complex.im (hρ.apply 1 3)
  apply Complex.ext <;>
    simp [moment, Matrix.trace, Matrix.mul_apply, Fin.sum_univ_five, rotZ] <;> linarith
```

Expanding the trace,

Tr(ρL_z) = −2i(ρ₀₄ − ρ₄₀) − i(ρ₁₃ − ρ₃₁) = 4 Im ρ₀₄ + 2 Im ρ₁₃.

The moment involves only imaginary parts, which the density misses.

```lean
/-- Transposing a d-shell matrix leaves its density unchanged and reverses its orbital
moment along z. -/
theorem transpose_density_moment (ρ : Matrix (Fin 5) (Fin 5) ℂ) :
    (∀ x y z, density ρᵀ x y z = density ρ x y z) ∧ moment ρᵀ = -moment ρ := by
  constructor
  · intro x y z
    unfold density
    rw [Finset.sum_comm]
    refine Finset.sum_congr rfl fun a _ => Finset.sum_congr rfl fun b _ => ?_
    rw [Matrix.transpose_apply]
    ring
  · simp [moment, Matrix.trace, Matrix.mul_apply, Fin.sum_univ_five, rotZ]
    ring
```

For any ρ, transposition relabels the symmetric products Y_a Y_b and leaves n unchanged. Since R is antisymmetric, the moment changes sign.

```lean
/-- The density matrix of the normalised orbital (d_{x²-y²} + i d_{xy})/√2. -/
def dPlus : Matrix (Fin 5) (Fin 5) ℂ :=
  !![1 / 2, 0, 0, 0, I / 2; 0, 0, 0, 0, 0; 0, 0, 0, 0, 0; 0, 0, 0, 0, 0;
    -I / 2, 0, 0, 0, 1 / 2]
```

The orbital (Y₄ + iY₀)/√2 has coefficients c₀ = i/√2 and c₄ = 1/√2, and ρ_ab = c_a c_b* gives ρ₀₄ = i/2.

```lean
/-- The Hermitian matrix `dPlus` and its transpose have the same density, but their
orbital moments along z are 2 and -2. -/
theorem same_density_opposite_moment :
    dPlus.IsHermitian ∧ (∀ x y z, density dPlusᵀ x y z = density dPlus x y z) ∧
      moment dPlus = 2 ∧ moment dPlusᵀ = -2 := by
  have hH : dPlus.IsHermitian := by
    ext i j
    fin_cases i <;> fin_cases j <;> simp [dPlus]
  have hm : moment dPlus = 2 := by
    have h04 : dPlus 0 4 = I / 2 := rfl
    have h13 : dPlus 1 3 = 0 := rfl
    have hI : (I / 2).im = 1 / 2 := by simp
    rw [moment_eq_im hH, h04, h13, hI, Complex.zero_im]
    norm_num
  obtain ⟨hd, ht⟩ := transpose_density_moment dPlus
  exact ⟨hH, hd, hm, by rw [ht, hm]⟩

end

end DShellDensity
```

The moment is 4 · ½ = 2, and the transpose has −2 with the same density. These are the states with m = 2 and m = −2.

```lean
#print axioms DShellDensity.density_zero_iff
#print axioms DShellDensity.density_eq_iff
#print axioms DShellDensity.hasDerivAt_rotation
#print axioms DShellDensity.same_density_opposite_moment
```

```
'DShellDensity.density_zero_iff' depends on axioms: [propext, Classical.choice, Quot.sound]
'DShellDensity.density_eq_iff' depends on axioms: [propext, Classical.choice, Quot.sound]
'DShellDensity.hasDerivAt_rotation' depends on axioms: [propext, Classical.choice, Quot.sound]
'DShellDensity.same_density_opposite_moment' depends on axioms: [propext, Classical.choice, Quot.sound]
```
